# For positive semidefinite G and K and positive definite F, GFG ≥ KFK implies G ≥ K

Let `F`, `G` and `K` be real symmetric matrices of the same finite size, with `F` positive definite and `G` and `K` positive semidefinite. The theorem `le_of_sandwich_le` says that if `G * F * G - K * F * K` is positive semidefinite, then so is `G - K`. Read as observables, this means that the expectation value of `G` is at least that of `K` in every real state; for an unnormalised nonzero vector `v`, that value is `v ⬝ᵥ G *ᵥ v` divided by `v ⬝ᵥ v`. The proof writes `F` as `Wᴴ * W` with `W` invertible, so that the hypothesis compares the squares of `W * G * Wᴴ` and `W * K * Wᴴ`. The preceding lemma `le_of_sq_le` then orders these two matrices themselves, and the inverse of `W` carries the result back to `G` and `K`.

Lean 4 with Mathlib refuses this proof:

```lean
import Mathlib

open Matrix
open scoped MatrixOrder

namespace LeOfSandwichLe

variable {n : Type*} [Fintype n] [DecidableEq n]

/-- For positive semidefinite matrices, an ordering of the squares implies the same ordering
of the matrices themselves. -/
theorem le_of_sq_le {A B : Matrix n n ℝ} (hA : A.PosSemidef) (hB : B.PosSemidef)
    (h : (A * A - B * B).PosSemidef) : (A - B).PosSemidef := by
  have hH : (A - B).IsHermitian := hA.isHermitian.sub hB.isHermitian
  rw [hH.posSemidef_iff_eigenvalues_nonneg]
  intro i
  by_contra hneg
  have hμ : hH.eigenvalues i < 0 := not_le.mp hneg
  have hev := hH.mulVec_eigenvectorBasis i
  have hv : (hH.eigenvectorBasis i).ofLp ≠ 0 := fun h0 =>
    hH.eigenvectorBasis.orthonormal.ne_zero i (by ext j; exact congrFun h0 j)
  generalize (hH.eigenvectorBasis i).ofLp = v at hev hv
  generalize hH.eigenvalues i = μ at hμ hev
  have hvv : 0 < v ⬝ᵥ v :=
    lt_of_le_of_ne (Finset.sum_nonneg fun j _ => mul_self_nonneg (v j))
      (fun h0 => hv (dotProduct_self_eq_zero.mp h0.symm))
  have sq : ∀ S : Matrix n n ℝ, S.IsHermitian →
      v ⬝ᵥ (S * S) *ᵥ v = (S *ᵥ v) ⬝ᵥ (S *ᵥ v) := fun S hS => by
    have hT : Sᵀ = S := by rw [← conjTranspose_eq_transpose_of_trivial, hS.eq]
    rw [← mulVec_mulVec, dotProduct_mulVec, ← mulVec_transpose, hT]
  have ha := hA.dotProduct_mulVec_nonneg v
  have hb := hB.dotProduct_mulVec_nonneg v
  have hs := h.dotProduct_mulVec_nonneg v
  have e : A *ᵥ v = B *ᵥ v + μ • v := by
    rw [← hev, sub_mulVec]; abel
  rw [star_trivial] at ha hb hs
  rw [sub_mulVec, dotProduct_sub, sq A hA.isHermitian, sq B hB.isHermitian, e] at hs
  rw [e] at ha
  simp only [dotProduct_add, add_dotProduct, dotProduct_smul, smul_dotProduct,
    smul_eq_mul, dotProduct_comm (B *ᵥ v) v] at ha hs
  -- the expectation of `A² - B²` is `μ` times that of `A + B`, hence negative
  have h1 : μ * (v ⬝ᵥ v) < 0 := mul_neg_of_neg_of_pos hμ hvv
  have h2 : 0 < 2 * (v ⬝ᵥ B *ᵥ v) + μ * (v ⬝ᵥ v) := by linarith
  have h3 := mul_neg_of_neg_of_pos hμ h2
  linarith

/-- For positive definite `F` and positive semidefinite `G`, `K`: if `GFG - KFK` is positive
semidefinite, then so is `G - K`. -/
theorem le_of_sandwich_le {F G K : Matrix n n ℝ} (hF : F.PosDef) (hG : G.PosSemidef)
    (hK : K.PosSemidef) (h : (G * F * G - K * F * K).PosSemidef) : (G - K).PosSemidef := by
  obtain ⟨W, hW⟩ := posSemidef_iff_eq_conjTranspose_mul_self.mp hF.posSemidef
  obtain ⟨V, hV⟩ : ∃ V, V * W = 1 := ⟨F⁻¹ * Wᴴ, by
    rw [mul_assoc, ← hW]; exact nonsing_inv_mul F hF.det_pos.ne'.isUnit⟩
  have hV' : Wᴴ * Vᴴ = 1 := by rw [← conjTranspose_mul, hV, conjTranspose_one]
  -- in coordinates where `F` is the identity the hypothesis compares squares
  have hd : (W * G * Wᴴ - W * K * Wᴴ).PosSemidef := by
    apply le_of_sq_le (hG.mul_mul_conjTranspose_same W) (hK.mul_mul_conjTranspose_same W)
    have e : W * G * Wᴴ * (W * G * Wᴴ) - W * K * Wᴴ * (W * K * Wᴴ)
        = W * (G * F * G - K * F * K) * Wᴴ := by
      rw [hW]; noncomm_ring
    rw [e]
    exact h.mul_mul_conjTranspose_same W
  have e : V * (W * G * Wᴴ - W * K * Wᴴ) * Vᴴ = G - K := by
    calc _ = (V * W) * (G - K) * (Wᴴ * Vᴴ) := by noncomm_ring
      _ = G - K := by rw [hV, hV', one_mul, mul_one]
  rw [← e]
  exact hd.mul_mul_conjTranspose_same V

end LeOfSandwichLe
```

The error:

```
Main.lean:51:20: error(lean.unknownIdentifier): Unknown identifier `posSemidef_iff_eq_conjTranspose_mul_self.mp`
Main.lean:51:9: error: Tactic `rcases` failed: `x✝ : ?m.51` is not an inductive datatype
```

The change, after which it compiles:

```diff
@@ -49,5 +49,6 @@
 theorem le_of_sandwich_le {F G K : Matrix n n ℝ} (hF : F.PosDef) (hG : G.PosSemidef)
     (hK : K.PosSemidef) (h : (G * F * G - K * F * K).PosSemidef) : (G - K).PosSemidef := by
-  obtain ⟨W, hW⟩ := posSemidef_iff_eq_conjTranspose_mul_self.mp hF.posSemidef
+  obtain ⟨W, hW : F = Wᴴ * W⟩ := CStarAlgebra.nonneg_iff_eq_star_mul_self.mp
+    (Matrix.nonneg_iff_posSemidef.mpr hF.posSemidef)
   obtain ⟨V, hV⟩ : ∃ V, V * W = 1 := ⟨F⁻¹ * Wᴴ, by
     rw [mul_assoc, ← hW]; exact nonsing_inv_mul F hF.det_pos.ne'.isUnit⟩
```

Diagnosis. The first message says that Lean finds no declaration called `posSemidef_iff_eq_conjTranspose_mul_self`, even with the `Matrix` namespace open. The second follows from it: as the missing term has no known type, only the placeholder `?m.51`, `obtain` has nothing it can split into a matrix `W` and an equation `hW`.

The repair gets the factorisation from `CStarAlgebra.nonneg_iff_eq_star_mul_self`, which says that an element is nonnegative exactly when it has the form `star b * b`. That lemma asks for `0 ≤ F`, whereas the proof has `F.PosSemidef`, so `Matrix.nonneg_iff_posSemidef.mpr` turns the one into the other. The order on matrices that this uses is already available through `open scoped MatrixOrder`.

The new lemma writes the adjoint as `star W`, which for matrices is `Wᴴ` by definition. The annotation `hW : F = Wᴴ * W` therefore states the equation in the notation that the rest of the proof uses when it rewrites with `hW`.
